# Exact factorisation of exp(A + B) at a single time does not make A and B commute

Suppose a split propagator \(e^{tA}e^{tB}\) is compared with the full propagator \(e^{t(A+B)}\) at one step length \(t\), and the two agree exactly. If this is read as proof that \(A\) and \(B\) commute, the split form will be taken as exact at every step length, although it can have an error at nearly all of them. The parts below work out a pair of 2 by 2 matrices for which this happens, and then show that for finite matrices agreement at all times near zero does imply commutation.

In quantum mechanics, with \(\hbar=1\), \(A\) and \(B\) stand for \(-i\) times two parts of a Hamiltonian, such as kinetic and potential energy in a finite basis. The matrix \(B\) of the example is not anti-Hermitian, so the example describes a two-level system with a non-Hermitian Hamiltonian. Hermitian Hamiltonians are not exempt from the effect: with the Pauli matrices \(\sigma_x\) and \(\sigma_z\), the anti-Hermitian matrices \(2\pi i\,\sigma_z\) and \(\pi i(\sqrt3\,\sigma_x-\sigma_z)\) do not commute, yet their exponentials and that of their sum are all the identity, because each of the three exponents is \(2\pi i\) times a Hermitian matrix with eigenvalues \(\pm1\). That pair is not treated in the code. The criterion in part (f) holds for all complex square matrices, so it covers Hermitian Hamiltonians too. The passage from a finite basis to unbounded operators, such as the kinetic energy on continuous space, is a further step that these theorems do not supply.

## The two generators

Let \(E_{jk}\) be the 2 by 2 matrix with a one in row \(j\), column \(k\) and zeros elsewhere. The pair is

\[
A = 2\pi i\,E_{22}=\begin{pmatrix}0&0\\0&2\pi i\end{pmatrix},\qquad
B = 2\pi i\,(E_{12}+E_{22})=\begin{pmatrix}0&2\pi i\\0&2\pi i\end{pmatrix}.
\]

Time is dimensionless, and the factor \(2\pi\) makes the phase \(e^{2\pi i t}\) return to one after unit time. In the code the matrices are `genA` and `genB`, `exp` is the matrix exponential, and `t • genA` is the matrix multiplied by the number \(t\). The code also selects a matrix norm, the largest absolute row sum, so that matrix functions can be differentiated. In finite dimension any other norm gives the same derivatives.

```lean
import Mathlib

open NormedSpace (exp)
open scoped Topology

namespace FactorisationAtOneTime

attribute [local instance] Matrix.linftyOpNormedRing Matrix.linftyOpNormedAlgebra

/-- The generator `A = 2πi E22`. -/
noncomputable def genA : Matrix (Fin 2) (Fin 2) ℂ :=
  !![0, 0; 0, 2 * Real.pi * Complex.I]

/-- The generator `B = 2πi (E12 + E22)`. -/
noncomputable def genB : Matrix (Fin 2) (Fin 2) ℂ :=
  !![0, 2 * Real.pi * Complex.I; 0, 2 * Real.pi * Complex.I]
```

## (a) The exponential of a multiple of an idempotent

**Task.** Let \(P\) be a complex square matrix with \(P^2=P\), and let \(z\) be a complex number. Show that

\[
e^{zP}=1+(e^z-1)P .
\]

**Solution.** Multiply the proposed right-hand side by \(e^{-vP}\), with \(v\) a complex variable:

\[
F(v)=e^{-vP}\bigl(1+(e^v-1)P\bigr).
\]

The product rule and \(P^2=P\) give

\[
F'(v)=e^{-vP}\bigl(-P-(e^v-1)P+e^vP\bigr)=0 .
\]

So \(F\) is constant, and \(F(0)=1\) gives \(F(z)=1\). Since \(zP\) and \(-zP\) commute, \(e^{zP}e^{-zP}=1\). Multiplying \(F(z)=1\) from the left by \(e^{zP}\) gives the claim.

In the proof, `h3` is the vanishing bracket, `hd` the zero derivative, `hc` the statement \(F(z)=1\), and `hi` the inverse relation. The closing `calc` block is the last multiplication. The matrix may have any finite size, and \(P\) need not be Hermitian.

```lean
/-- The exponential of a multiple of an idempotent matrix `P` is
`exp (z P) = 1 + (e^z - 1) P`. -/
theorem exp_smul_idempotent {n : Type*} [Fintype n] [DecidableEq n]
    {P : Matrix n n ℂ} (hP : P * P = P) (z : ℂ) :
    exp (z • P) = 1 + (Complex.exp z - 1) • P := by
  -- the product of `exp (-v P)` with the claimed formula does not depend on `v`
  have hd : ∀ u : ℂ, HasDerivAt
      (fun v : ℂ => exp (v • (-P)) * (1 + (Complex.exp v - 1) • P)) 0 u := by
    intro u
    have h1 := hasDerivAt_exp_smul_const (-P) u
    have h2 : HasDerivAt (fun v : ℂ => (1 : Matrix n n ℂ) + (Complex.exp v - 1) • P)
        (Complex.exp u • P) u :=
      (((Complex.hasDerivAt_exp u).sub_const 1).smul_const P).const_add 1
    have h3 : -P * (1 + (Complex.exp u - 1) • P) + Complex.exp u • P = 0 := by
      rw [mul_add, mul_one, mul_smul_comm, neg_mul, hP]
      module
    refine (h1.fun_mul h2).congr_deriv ?_
    show exp (u • (-P)) * -P * (1 + (Complex.exp u - 1) • P)
      + exp (u • (-P)) * (Complex.exp u • P) = 0
    rw [mul_assoc, ← mul_add, h3, mul_zero]
  have hc : exp (z • (-P)) * (1 + (Complex.exp z - 1) • P) = 1 :=
    (is_const_of_deriv_eq_zero (fun u => (hd u).differentiableAt)
      (fun u => (hd u).deriv) z 0).trans (by simp)
  have hcomm : Commute (z • P) (z • (-P)) := by
    rw [smul_neg]
    exact (Commute.refl _).neg_right
  have hi : exp (z • P) * exp (z • (-P)) = 1 := by
    rw [← Matrix.exp_add_of_commute _ _ hcomm, smul_neg, add_neg_cancel,
      NormedSpace.exp_zero]
  calc exp (z • P)
      = exp (z • P) * (exp (z • (-P)) * (1 + (Complex.exp z - 1) • P)) := by
        rw [hc, mul_one]
    _ = 1 + (Complex.exp z - 1) • P := by rw [← mul_assoc, hi, one_mul]
```

## (b) Matrices with a vanishing first column

**Task.** For complex numbers \(z\) and \(c\), show that

\[
\exp\begin{pmatrix}0&zc\\0&z\end{pmatrix}
=\begin{pmatrix}1&(e^z-1)c\\0&e^z\end{pmatrix}.
\]

**Solution.** The matrix in the exponent is \(zP_c\) with

\[
P_c=\begin{pmatrix}0&c\\0&1\end{pmatrix},\qquad
P_c^2=\begin{pmatrix}0&0\cdot c+c\cdot 1\\0&0\cdot c+1\cdot 1\end{pmatrix}=P_c .
\]

Part (a) gives \(e^{zP_c}=1+(e^z-1)P_c\). Its upper right entry is \((e^z-1)c\) and its lower right entry is \(1+(e^z-1)=e^z\).

The steps `hP` and `hz` establish \(P_c^2=P_c\) and the form \(zP_c\). Each matrix equation is checked entry by entry, which is the role of `ext` and `fin_cases`.

```lean
/-- Closed form of the exponential of a 2 by 2 matrix whose first column vanishes and
whose second column is `(z c, z)`. -/
theorem exp_second_column (z c : ℂ) :
    exp !![0, z * c; 0, z] = !![1, (Complex.exp z - 1) * c; 0, Complex.exp z] := by
  have hP : !![0, c; 0, 1] * !![0, c; 0, 1] = !![0, c; 0, 1] := by
    ext i j
    fin_cases i <;> fin_cases j <;> simp [Matrix.mul_apply, Fin.sum_univ_succ]
  have hz : z • !![0, c; 0, 1] = !![0, z * c; 0, z] := by
    ext i j
    fin_cases i <;> fin_cases j <;> simp
  rw [← hz, exp_smul_idempotent hP z]
  ext i j
  fin_cases i <;> fin_cases j <;> simp
```

## (c) The three propagators in closed form

**Task.** For real \(t\), put \(w=e^{2\pi i t}\). Show that

\[
e^{tA}=\begin{pmatrix}1&0\\0&w\end{pmatrix},\quad
e^{tB}=\begin{pmatrix}1&w-1\\0&w\end{pmatrix},\quad
e^{t(A+B)}=\begin{pmatrix}1&\tfrac12(w^2-1)\\0&w^2\end{pmatrix}.
\]

**Solution.** All three exponents have the form treated in part (b). For \(tA\) take \(z=2\pi i t\) and \(c=0\); for \(tB\) take the same \(z\) and \(c=1\). For the sum,

\[
t(A+B)=\begin{pmatrix}0&2\pi i t\\0&4\pi i t\end{pmatrix},
\]

so \(z=4\pi i t\) and \(c=\tfrac12\), and \(e^z=w^2\). Inserting these values gives the three matrices.

The theorem takes \(w\) as a separate number together with the hypothesis `hw` that it equals the phase. The steps `hA`, `hB` and `hS` bring the exponents into the form of part (b), and `h2` is \(e^{4\pi i t}=w^2\).

```lean
/-- The propagators of `A`, `B` and `A + B` at real time `t`, written with the phase
`w = exp (2πi t)`. -/
theorem propagators (t : ℝ) (w : ℂ)
    (hw : w = Complex.exp (2 * Real.pi * Complex.I * t)) :
    exp (t • genA) = !![1, 0; 0, w] ∧
    exp (t • genB) = !![1, w - 1; 0, w] ∧
    exp (t • (genA + genB)) = !![1, (w ^ 2 - 1) / 2; 0, w ^ 2] := by
  have hA : t • genA = !![0, (2 * Real.pi * Complex.I * t) * 0;
      0, 2 * Real.pi * Complex.I * t] := by
    ext i j
    fin_cases i <;> fin_cases j <;> simp [genA]
    ring
  have hB : t • genB = !![0, (2 * Real.pi * Complex.I * t) * 1;
      0, 2 * Real.pi * Complex.I * t] := by
    ext i j
    fin_cases i <;> fin_cases j <;> simp [genB] <;> ring
  have hS : t • (genA + genB) = !![0, (2 * (2 * Real.pi * Complex.I * t)) * (1 / 2);
      0, 2 * (2 * Real.pi * Complex.I * t)] := by
    ext i j
    fin_cases i <;> fin_cases j <;> simp [genA, genB] <;> ring
  have h2 : Complex.exp (2 * (2 * Real.pi * Complex.I * t)) = w ^ 2 := by
    rw [two_mul (2 * Real.pi * Complex.I * t : ℂ), Complex.exp_add, ← hw, sq]
  refine ⟨?_, ?_, ?_⟩
  · rw [hA, exp_second_column, ← hw, mul_zero]
  · rw [hB, exp_second_column, ← hw, mul_one]
  · rw [hS, exp_second_column, h2, mul_one_div]
```

## (d) Unit time

**Task.** Show that

\[
e^{A}=e^{B}=e^{A+B}=1,\qquad AB\neq BA .
\]

**Solution.** At \(t=1\) the phase is \(w=e^{2\pi i}=1\). Then \(w-1\) and \(w^2-1\) vanish, and all three matrices of part (c) become the identity. In particular \(e^{A+B}=e^Ae^B\).

For the products, use \(E_{22}E_{12}=0\) and \(E_{12}E_{22}=E_{12}\):

\[
AB=(2\pi i)^2E_{22},\qquad BA=(2\pi i)^2(E_{12}+E_{22}).
\]

The upper right entries are \(0\) and \(-4\pi^2\), so the products differ.

The theorem joins the four statements by "and". Its proof evaluates `propagators` at \(t=1\), \(w=1\). For the last statement it assumes \(AB=BA\) and compares the upper right entries, which contradicts \(\pi\neq0\). Lean counts rows and columns from zero, so this entry has indices 0 and 1, whence the name `h01`.

```lean
/-- The exponentials of `A`, `B` and `A + B` are all the identity, although `A` and `B`
do not commute. -/
theorem exp_eq_one_and_not_commute :
    exp genA = 1 ∧ exp genB = 1 ∧ exp (genA + genB) = 1 ∧
      genA * genB ≠ genB * genA := by
  have hw : (1 : ℂ) = Complex.exp (2 * Real.pi * Complex.I * (1 : ℝ)) := by
    rw [Complex.ofReal_one, mul_one, Complex.exp_two_pi_mul_I]
  obtain ⟨hA, hB, hS⟩ := propagators 1 1 hw
  rw [one_smul] at hA hB hS
  refine ⟨?_, ?_, ?_, ?_⟩
  · rw [hA]
    simp [Matrix.one_fin_two]
  · rw [hB]
    simp [Matrix.one_fin_two]
  · rw [hS]
    simp [Matrix.one_fin_two]
  · -- the upper right entries are `0` and `(2πi)^2`
    intro h
    have h01 := congrFun (congrFun h 0) 1
    simp [genA, genB, Matrix.mul_apply, Fin.sum_univ_succ, Real.pi_ne_zero] at h01
```

## (e) All times at which this pair factorises

**Task.** For real \(t\), show that

\[
e^{t(A+B)}=e^{tA}e^{tB}\iff t\in\mathbb Z .
\]

**Solution.** By part (c),

\[
e^{tA}e^{tB}=\begin{pmatrix}1&0\\0&w\end{pmatrix}\begin{pmatrix}1&w-1\\0&w\end{pmatrix}
=\begin{pmatrix}1&w-1\\0&w^2\end{pmatrix}.
\]

This differs from \(e^{t(A+B)}\) at most in the upper right entry, where the difference is

\[
\tfrac12(w^2-1)-(w-1)=\tfrac12(w-1)^2 .
\]

It vanishes exactly when \(w=1\), that is, when \(e^{2\pi i t}=1\), and this holds exactly when \(t\) is an integer.

In the code "\(t\) is an integer" reads `∃ n : ℤ, t = n`. The product is `hprod`, and `hsq` is the equation \((w-1)^2=0\). The lemma `Complex.exp_eq_one_iff` turns \(w=1\) into \(2\pi i t=2\pi i n\), from which the factor \(2\pi i\) is cancelled. The converse inserts \(w=1\) into both sides.

```lean
/-- For this pair the propagator of `A + B` factorises at real time `t` exactly when `t`
is an integer. -/
theorem factorises_iff_integer_time (t : ℝ) :
    exp (t • (genA + genB)) = exp (t • genA) * exp (t • genB) ↔ ∃ n : ℤ, t = n := by
  obtain ⟨w, hw⟩ : ∃ w, w = Complex.exp (2 * Real.pi * Complex.I * t) := ⟨_, rfl⟩
  obtain ⟨hA, hB, hS⟩ := propagators t w hw
  have hprod : !![1, 0; 0, w] * !![1, w - 1; 0, w] = !![1, w - 1; 0, w ^ 2] := by
    ext i j
    fin_cases i <;> fin_cases j <;> simp [Matrix.mul_apply, Fin.sum_univ_succ, sq]
  rw [hA, hB, hS, hprod]
  constructor
  · intro h
    have h01 : (w ^ 2 - 1) / 2 = w - 1 := congrFun (congrFun h 0) 1
    -- the mismatch of the two propagators is proportional to `(w - 1)^2`
    have hsq : (w - 1) ^ 2 = 0 := by linear_combination 2 * h01
    have h1 : w = 1 := sub_eq_zero.mp ((pow_eq_zero_iff two_ne_zero).mp hsq)
    obtain ⟨n, hn⟩ := Complex.exp_eq_one_iff.mp (hw.symm.trans h1)
    have htn : (t : ℂ) = (n : ℂ) :=
      mul_right_cancel₀ Complex.two_pi_I_ne_zero (by linear_combination hn)
    exact ⟨n, by exact_mod_cast htn⟩
  · rintro ⟨n, rfl⟩
    have h1 : w = 1 :=
      hw.trans (Complex.exp_eq_one_iff.mpr ⟨n, by push_cast; ring⟩)
    rw [h1]
    norm_num
```

## (f) Factorisation at all times near zero

**Task.** Let \(A\) and \(B\) now be any complex square matrices of the same size. Show that

\[
AB=BA\iff e^{t(A+B)}=e^{tA}e^{tB}\ \text{ for all real } t \text{ in some neighbourhood of } 0 .
\]

**Solution.** If \(AB=BA\), then \(tA\) and \(tB\) commute, and the exponential of their sum factorises for every \(t\).

Conversely, let the factorisation hold on an open interval around zero, and take \(t\) in it. Both sides agree near \(t\), so their derivatives at \(t\) agree:

\[
e^{t(A+B)}(A+B)=e^{tA}A\,e^{tB}+e^{tA}e^{tB}B .
\]

Replace \(e^{t(A+B)}\) on the left by \(e^{tA}e^{tB}\). The terms ending in \(B\) cancel, which leaves

\[
e^{tA}e^{tB}A=e^{tA}A\,e^{tB}.
\]

The matrix \(e^{tA}\) is invertible, so \(e^{tB}A=Ae^{tB}\) for all \(t\) in the interval. Differentiating this at \(t=0\) gives \(BA=AB\).

The expression `∀ᶠ t : ℝ in 𝓝 0` means "for all real \(t\) in some neighbourhood of zero"; its size is not prescribed and may depend on the matrices. In the proof, `eventually_nhds` supplies agreement near \(t\) and not just at \(t\), as differentiation requires. The equality of derivatives is `h3`, the equation left after cancelling the \(B\) terms is `h4`, and `Matrix.isUnit_exp` allows \(e^{tA}\) to be removed. The result is `hcomm`, and `k1`, `k2` and `k3` carry out the second differentiation.

```lean
/-- Two complex square matrices commute if and only if the propagator of their sum
factorises at all real times in some neighbourhood of zero. -/
theorem commute_iff_factorises_near_zero {n : Type*} [Fintype n] [DecidableEq n]
    (A B : Matrix n n ℂ) :
    A * B = B * A ↔
      ∀ᶠ t : ℝ in 𝓝 0, exp (t • (A + B)) = exp (t • A) * exp (t • B) := by
  constructor
  · intro h
    refine Filter.Eventually.of_forall fun t => ?_
    have hAB : Commute A B := h
    rw [smul_add]
    exact Matrix.exp_add_of_commute _ _ ((hAB.smul_left t).smul_right t)
  · intro h
    -- the first derivative shows that `A` commutes with the propagator of `B`
    have hcomm : ∀ᶠ t : ℝ in 𝓝 0, A * exp (t • B) = exp (t • B) * A := by
      filter_upwards [h.eventually_nhds] with t ht
      have h1 := (hasDerivAt_exp_smul_const A t).fun_mul (hasDerivAt_exp_smul_const B t)
      have h2 := hasDerivAt_exp_smul_const (A + B) t
      have h3 : exp (t • (A + B)) * (A + B) =
          exp (t • A) * A * exp (t • B) + exp (t • A) * (exp (t • B) * B) :=
        h2.unique (h1.congr_of_eventuallyEq ht)
      have h0 : exp (t • (A + B)) = exp (t • A) * exp (t • B) := ht.self_of_nhds
      rw [h0] at h3
      have h4 : exp (t • A) * (exp (t • B) * A) = exp (t • A) * (A * exp (t • B)) := by
        linear_combination (norm := noncomm_ring) h3
      exact ((Matrix.isUnit_exp (t • A)).mul_left_cancel h4).symm
    -- a second derivative, at time zero, gives the commutation of `A` and `B`
    have k1 := (hasDerivAt_exp_smul_const B (0 : ℝ)).const_mul A
    have k2 := (hasDerivAt_exp_smul_const B (0 : ℝ)).mul_const A
    have k3 := k1.unique (k2.congr_of_eventuallyEq hcomm)
    simpa using k3

end FactorisationAtOneTime
```

```lean
#print axioms FactorisationAtOneTime.exp_eq_one_and_not_commute
#print axioms FactorisationAtOneTime.factorises_iff_integer_time
#print axioms FactorisationAtOneTime.commute_iff_factorises_near_zero
```

```
'FactorisationAtOneTime.exp_eq_one_and_not_commute' depends on axioms: [propext, Classical.choice, Quot.sound]
'FactorisationAtOneTime.factorises_iff_integer_time' depends on axioms: [propext, Classical.choice, Quot.sound]
'FactorisationAtOneTime.commute_iff_factorises_near_zero' depends on axioms: [propext, Classical.choice, Quot.sound]
```
